# Transmission below the top of a thick rectangular barrier approaches $16E(V-E)/V^2$ times the WKB exponential

For a rectangular barrier of height $V$ and width $d$ and a particle of mass $m$ and energy $0<E<V$, with decay constant $k=\sqrt{2m(V-E)}/\hbar$ inside the barrier, the exact transmission probability $T(d)$ satisfies

$$\lim_{d\to\infty} e^{2kd}\,T(d)=\frac{16E(V-E)}{V^2}.$$

The bare WKB exponential $e^{-2kd}$ therefore has the right decay rate, but in this limit its prefactor of one is right at only two energies, $E=(2\pm\sqrt3)V/4$.

## Waves at a sharp-edged barrier

Let the wave be $e^{iqx}+re^{-iqx}$ on the left, $ae^{kx}+be^{-kx}$ inside the barrier and $te^{iqx}$ on the right. The incident amplitude is one, and the wave number $q$ is the same on both sides, so the transmission probability is $|t|^2$. For a particle of mass $m$,

$$E=\frac{\hbar^2q^2}{2m},\qquad V-E=\frac{\hbar^2k^2}{2m}.$$

For a single particle in one dimension, the result tells us what an estimate of tunnelling through a thick square barrier misses when it keeps only the exponential: a factor that depends on energy but not on width.

## From matching conditions to the transmission formula

Write $w=e^{iqd}$. Continuity of value and slope at $x=0$ and $x=d$ gives

$$1+r=a+b,\qquad iq(1-r)=k(a-b),$$
$$ae^{kd}+be^{-kd}=tw,\qquad k(ae^{kd}-be^{-kd})=iqtw.$$

The second line yields $2ka=(k+iq)twe^{-kd}$ and $2kb=(k-iq)twe^{kd}$. The first line, with $r$ eliminated, yields $2iq=(k+iq)a-(k-iq)b$. Multiplying this by $k$ and inserting $a$ and $b$,

$$2ikq=tw\left[(q^2-k^2)\sinh kd+2ikq\cosh kd\right].$$

Take squared moduli, with $|w|=1$ and $\cosh^2=1+\sinh^2$:

$$4k^2q^2=|t|^2\left[4k^2q^2+(q^2+k^2)^2\sinh^2kd\right].$$

Since $V^2/[4E(V-E)]=(q^2+k^2)^2/(4q^2k^2)$,

$$|t|^2=T(d)=\frac{1}{1+\dfrac{V^2\sinh^2kd}{4E(V-E)}}.$$

## The thick-barrier limit

Set $u=e^{-2kd}$. Then $\sinh^2kd=e^{2kd}(1-u)^2/4$, and

$$e^{2kd}T(d)=\frac{1}{u+\dfrac{V^2(1-u)^2}{16E(V-E)}}.$$

As $d\to\infty$, $u\to0$, which gives the stated limit. Because that limit is positive, its logarithm is finite, and

$$\frac{\log T(d)}{d}=\frac{\log\left(e^{2kd}T(d)\right)}{d}-2k\;\longrightarrow\;-2k.$$

The prefactor equals one when $16E(V-E)=V^2$, that is, $E^2-VE+V^2/16=0$, whose roots are $E=(2\pm\sqrt3)V/4$.

## How the Lean statements express this

`transmission E V k d` is the closed formula for $T(d)$, and `IsScatteringState q k d r a b t` collects the four matching conditions, with real wave numbers and complex amplitudes. These conditions are the starting point; they are not derived from the Schrödinger equation. `normSq_eq_transmission` identifies $|t|^2$ with the formula under the two energy relations above.

The limit theorems hold $E$, $V$ and $k$ fixed while the real variable $d$ grows. They need only $0<E<V$ and $k>0$, so the relation between $k$ and $V-E$ enters only through `normSq_eq_transmission`. The WKB exponential appears as the expression $e^{-2kd}$, without a derivation of the WKB approximation. Scattering states are constructed explicitly for $q=k=1$, at every width.

```lean
import Mathlib

open Filter Topology

namespace RectangularBarrierWKB

noncomputable section

/-- Transmission probability of a rectangular barrier of height `V` and width `d` at energy `E`,
with decay constant `k` inside the barrier. -/
def transmission (E V k d : ℝ) : ℝ :=
  1 / (1 + V ^ 2 * Real.sinh (k * d) ^ 2 / (4 * E * (V - E)))

/-- Matching of value and slope at `x = 0` and `x = d` for the wave `exp(iqx) + r exp(-iqx)` on the
left, `a exp(kx) + b exp(-kx)` in the barrier and `t exp(iqx)` on the right. -/
structure IsScatteringState (q k d : ℝ) (r a b t : ℂ) : Prop where
  value_left : 1 + r = a + b
  slope_left : Complex.I * (q : ℂ) * (1 - r) = (k : ℂ) * (a - b)
  value_right : a * (Real.exp (k * d) : ℂ) + b * (Real.exp (-(k * d)) : ℂ)
    = t * Complex.exp (((q * d : ℝ) : ℂ) * Complex.I)
  slope_right : (k : ℂ) * (a * (Real.exp (k * d) : ℂ) - b * (Real.exp (-(k * d)) : ℂ))
    = Complex.I * (q : ℂ) * (t * Complex.exp (((q * d : ℝ) : ℂ) * Complex.I))

/-- Eliminating the reflected and barrier amplitudes leaves one linear equation for the
transmitted amplitude. -/
theorem transmitted_amplitude {q k d : ℝ} {r a b t : ℂ} (h : IsScatteringState q k d r a b t) :
    ((2 * k * q : ℝ) : ℂ) * Complex.I
      = t * Complex.exp (((q * d : ℝ) : ℂ) * Complex.I) *
        ((((q ^ 2 - k ^ 2) * Real.sinh (k * d) : ℝ) : ℂ)
          + ((2 * k * q * Real.cosh (k * d) : ℝ) : ℂ) * Complex.I) := by
  obtain ⟨e1, e2, e3, e4⟩ := h
  have hPM : Real.exp (k * d) * Real.exp (-(k * d)) = 1 := by
    rw [← Real.exp_add]; simp
  rw [Real.sinh_eq, Real.cosh_eq]
  generalize Complex.exp (((q * d : ℝ) : ℂ) * Complex.I) = w at e3 e4 ⊢
  generalize Real.exp (k * d) = P at hPM e3 e4 ⊢
  generalize Real.exp (-(k * d)) = M at hPM e3 e4 ⊢
  have hPM' : (P : ℂ) * (M : ℂ) = 1 := by exact_mod_cast hPM
  -- the right edge fixes both barrier amplitudes
  have ha : 2 * (k : ℂ) * a = (k + Complex.I * q) * (t * w) * M := by
    linear_combination (M : ℂ) * (k * e3 + e4) - 2 * k * a * hPM'
  have hb : 2 * (k : ℂ) * b = (k - Complex.I * q) * (t * w) * P := by
    linear_combination (P : ℂ) * (k * e3 - e4) - 2 * k * b * hPM'
  -- the left edge relates them to the incident wave
  push_cast
  linear_combination (k : ℂ) * (Complex.I * q * e1 + e2) + (k + Complex.I * q) / 2 * ha
    - (k - Complex.I * q) / 2 * hb - (q : ℂ) ^ 2 * (t * w) * (P - M) / 2 * Complex.I_sq

/-- For a particle of mass `m` with energy below the barrier top, the squared modulus of the
transmitted amplitude is the closed transmission formula. -/
theorem normSq_eq_transmission {q k d m hbar E V : ℝ} {r a b t : ℂ}
    (hq : 0 < q) (hk : 0 < k) (hm : 0 < m) (hh : 0 < hbar)
    (hE : E = hbar ^ 2 * q ^ 2 / (2 * m)) (hV : V - E = hbar ^ 2 * k ^ 2 / (2 * m))
    (h : IsScatteringState q k d r a b t) :
    Complex.normSq t = transmission E V k d := by
  have hw : Complex.normSq (Complex.exp (((q * d : ℝ) : ℂ) * Complex.I)) = 1 := by
    rw [Complex.normSq_eq_norm_sq, Complex.norm_exp_ofReal_mul_I]; norm_num
  have h1 := congrArg Complex.normSq (transmitted_amplitude h)
  simp only [Complex.normSq_mul, hw, Complex.normSq_add_mul_I, Complex.normSq_ofReal,
    Complex.normSq_I] at h1
  have hc := Real.cosh_sq (k * d)
  have hV' : V = hbar ^ 2 * (q ^ 2 + k ^ 2) / (2 * m) := by linear_combination hV + hE
  -- energies enter only through the two wave numbers
  have key : V ^ 2 * Real.sinh (k * d) ^ 2 / (4 * E * (V - E))
      = (q ^ 2 + k ^ 2) ^ 2 * Real.sinh (k * d) ^ 2 / (4 * q ^ 2 * k ^ 2) := by
    rw [hV, hV', hE]
    field_simp
  unfold transmission
  rw [key, eq_div_iff (by positivity)]
  have h4 : 4 * q ^ 2 * k ^ 2 ≠ 0 := by positivity
  apply mul_left_cancel₀ h4
  have e : 4 * q ^ 2 * k ^ 2 * (Complex.normSq t *
      (1 + (q ^ 2 + k ^ 2) ^ 2 * Real.sinh (k * d) ^ 2 / (4 * q ^ 2 * k ^ 2)))
      = Complex.normSq t * (4 * q ^ 2 * k ^ 2 + (q ^ 2 + k ^ 2) ^ 2 * Real.sinh (k * d) ^ 2) := by
    field_simp
  rw [e]
  linear_combination -h1 - 4 * q ^ 2 * k ^ 2 * Complex.normSq t * hc

/-- An explicit scattering state for every width `d` when both wave numbers equal one. -/
theorem isScatteringState_witness (d : ℝ) :
    IsScatteringState 1 1 d
      (-(Complex.I * ((Real.sinh d : ℂ) / (Real.cosh d : ℂ))))
      ((Real.exp (-d) : ℂ) * (1 + Complex.I) / (2 * (Real.cosh d : ℂ)))
      ((Real.exp d : ℂ) * (1 - Complex.I) / (2 * (Real.cosh d : ℂ)))
      (Complex.exp (-((d : ℂ) * Complex.I)) / (Real.cosh d : ℂ)) := by
  have hC : (Real.cosh d : ℂ) ≠ 0 := Complex.ofReal_ne_zero.mpr (Real.cosh_pos d).ne'
  have hcc := mul_inv_cancel₀ hC
  have c1 : 2 * Real.cosh d = Real.exp d + Real.exp (-d) := by rw [Real.cosh_eq]; ring
  have s1 : 2 * Real.sinh d = Real.exp d - Real.exp (-d) := by rw [Real.sinh_eq]; ring
  have p1 : Real.exp d * Real.exp (-d) = 1 := by rw [← Real.exp_add]; simp
  have c2 : 2 * (Real.cosh d : ℂ) = (Real.exp d : ℂ) + (Real.exp (-d) : ℂ) := by
    exact_mod_cast c1
  have s2 : 2 * (Real.sinh d : ℂ) = (Real.exp d : ℂ) - (Real.exp (-d) : ℂ) := by
    exact_mod_cast s1
  have p2 : (Real.exp d : ℂ) * (Real.exp (-d) : ℂ) = 1 := by exact_mod_cast p1
  have hF : Complex.exp (-((d : ℂ) * Complex.I)) * Complex.exp ((d : ℂ) * Complex.I) = 1 := by
    rw [← Complex.exp_add]; simp
  constructor
  · linear_combination (Real.cosh d : ℂ)⁻¹ / 2 * (c2 - Complex.I * s2) - hcc
  · simp only [one_mul, Complex.ofReal_one, mul_one]
    linear_combination (Real.cosh d : ℂ)⁻¹ / 2 * (Complex.I * c2 - s2) - Complex.I * hcc
      + (Real.sinh d : ℂ) * (Real.cosh d : ℂ)⁻¹ * Complex.I_sq
  · simp only [one_mul]
    linear_combination (Real.cosh d : ℂ)⁻¹ * (p2 - hF)
  · simp only [one_mul, Complex.ofReal_one, mul_one]
    linear_combination Complex.I * (Real.cosh d : ℂ)⁻¹ * (p2 - hF)

/-- The transmission divided by the bare WKB exponential, written exactly in terms of
`exp(-2kd)`. -/
theorem exp_mul_transmission (E V k d : ℝ) :
    Real.exp (2 * k * d) * transmission E V k d
      = 1 / (Real.exp (-(2 * k * d))
          + V ^ 2 * (1 - Real.exp (-(2 * k * d))) ^ 2 / (16 * E * (V - E))) := by
  have hY : Real.exp (2 * k * d) = Real.exp (k * d) * Real.exp (k * d) := by
    rw [← Real.exp_add]; congr 1; ring
  have hu : Real.exp (-(2 * k * d)) = Real.exp (-(k * d)) * Real.exp (-(k * d)) := by
    rw [← Real.exp_add]; congr 1; ring
  have hPM : Real.exp (k * d) * Real.exp (-(k * d)) = 1 := by rw [← Real.exp_add]; simp
  have hYu : Real.exp (2 * k * d) * Real.exp (-(2 * k * d)) = 1 := by
    rw [← Real.exp_add]; simp
  have hS : Real.sinh (k * d) ^ 2
      = (Real.exp (2 * k * d) - 2 + Real.exp (-(2 * k * d))) / 4 := by
    rw [Real.sinh_eq, hY, hu]
    linear_combination (-1 / 2) * hPM
  have gen : ∀ x B : ℝ, x ≠ 0 → x * (1 / (x * B)) = 1 / B := by
    intro x B hx
    field_simp
  -- pull the growing exponential out of the denominator
  have hA : 1 + V ^ 2 * Real.sinh (k * d) ^ 2 / (4 * E * (V - E))
      = Real.exp (2 * k * d) * (Real.exp (-(2 * k * d))
          + V ^ 2 * (1 - Real.exp (-(2 * k * d))) ^ 2 / (16 * E * (V - E))) := by
    have h16 : 16 * E * (V - E) = 4 * (4 * E * (V - E)) := by ring
    rw [h16]
    generalize 4 * E * (V - E) = W
    linear_combination V ^ 2 / W * hS
      + (V ^ 2 / (4 * W) * (2 - Real.exp (-(2 * k * d))) - 1) * hYu
  unfold transmission
  rw [hA]
  exact gen _ _ (Real.exp_pos _).ne'

/-- For a thick barrier, the ratio of the exact transmission to the bare WKB exponential
`exp(-2kd)` tends to `16 E (V - E) / V ^ 2`. -/
theorem tendsto_wkb_prefactor {E V k : ℝ} (hE : 0 < E) (hEV : E < V) (hk : 0 < k) :
    Tendsto (fun d : ℝ => Real.exp (2 * k * d) * transmission E V k d) atTop
      (𝓝 (16 * E * (V - E) / V ^ 2)) := by
  have hW : 0 < V - E := sub_pos.mpr hEV
  have hV : 0 < V := hE.trans hEV
  have hpos : 0 < V ^ 2 / (16 * E * (V - E)) :=
    div_pos (by positivity) (mul_pos (by positivity) hW)
  have hu : Tendsto (fun d : ℝ => Real.exp (-(2 * k * d))) atTop (𝓝 0) :=
    Real.tendsto_exp_neg_atTop_nhds_zero.comp
      (tendsto_id.const_mul_atTop (by positivity : 0 < 2 * k))
  have h0 : (0 : ℝ) + V ^ 2 * (1 - 0) ^ 2 / (16 * E * (V - E))
      = V ^ 2 / (16 * E * (V - E)) := by ring
  -- the exact ratio is continuous in `exp(-2kd)` at zero
  have hg : ContinuousAt
      (fun u : ℝ => 1 / (u + V ^ 2 * (1 - u) ^ 2 / (16 * E * (V - E)))) 0 :=
    ContinuousAt.div continuousAt_const (by fun_prop) (h0.trans_ne hpos.ne')
  have hlim : 16 * E * (V - E) / V ^ 2
      = 1 / ((0 : ℝ) + V ^ 2 * (1 - 0) ^ 2 / (16 * E * (V - E))) := by
    rw [h0, one_div_div]
  rw [hlim]
  exact (hg.tendsto.comp hu).congr (fun d => (exp_mul_transmission E V k d).symm)

/-- The logarithm of the exact transmission per unit barrier width tends to `-2k`. -/
theorem tendsto_log_transmission_div {E V k : ℝ} (hE : 0 < E) (hEV : E < V) (hk : 0 < k) :
    Tendsto (fun d : ℝ => Real.log (transmission E V k d) / d) atTop (𝓝 (-(2 * k))) := by
  have hW : 0 < V - E := sub_pos.mpr hEV
  have hV : 0 < V := hE.trans hEV
  have hC : 0 < 16 * E * (V - E) / V ^ 2 :=
    div_pos (mul_pos (by positivity) hW) (by positivity)
  have hT : ∀ d, transmission E V k d ≠ 0 := by
    intro d
    have h4 : 0 < 4 * E * (V - E) := mul_pos (by positivity) hW
    have h5 : 0 ≤ V ^ 2 * Real.sinh (k * d) ^ 2 / (4 * E * (V - E)) :=
      div_nonneg (by positivity) h4.le
    exact (one_div_pos.mpr (by linarith)).ne'
  -- the logarithm of the prefactor is bounded and drops out after division by the width
  have h1 := ((tendsto_wkb_prefactor hE hEV hk).log hC.ne').div_atTop tendsto_id
  have h2 := h1.sub_const (2 * k)
  rw [zero_sub] at h2
  refine h2.congr' ?_
  filter_upwards [eventually_gt_atTop (0 : ℝ)] with d hd
  have hd' : d ≠ 0 := hd.ne'
  rw [Real.log_mul (Real.exp_pos _).ne' (hT d), Real.log_exp, id_eq, add_div,
    mul_div_cancel_right₀ _ hd']
  ring

/-- The ratio of the exact transmission to the bare WKB exponential tends to one exactly at the
two energies `(2 - √3) V / 4` and `(2 + √3) V / 4`. -/
theorem bare_wkb_exact_iff {E V k : ℝ} (hE : 0 < E) (hEV : E < V) (hk : 0 < k) :
    Tendsto (fun d : ℝ => Real.exp (2 * k * d) * transmission E V k d) atTop (𝓝 1)
      ↔ E = (2 - √3) / 4 * V ∨ E = (2 + √3) / 4 * V := by
  have hV : V ^ 2 ≠ 0 := pow_ne_zero 2 (hE.trans hEV).ne'
  have hs : √3 * √3 = (3 : ℝ) := Real.mul_self_sqrt (by norm_num)
  have hlim := tendsto_wkb_prefactor hE hEV hk
  constructor
  · intro h
    have h1 := tendsto_nhds_unique hlim h
    rw [div_eq_iff hV, one_mul] at h1
    -- unit prefactor is a quadratic equation for the energy
    have hp : (E - (2 - √3) / 4 * V) * (E - (2 + √3) / 4 * V) = 0 := by
      linear_combination (-1 / 16) * h1 - V ^ 2 / 16 * hs
    rcases mul_eq_zero.mp hp with h2 | h2
    · exact Or.inl (sub_eq_zero.mp h2)
    · exact Or.inr (sub_eq_zero.mp h2)
  · intro h
    have h1 : 16 * E * (V - E) / V ^ 2 = 1 := by
      rw [div_eq_iff hV, one_mul]
      rcases h with h | h
      · rw [h]; linear_combination -V ^ 2 * hs
      · rw [h]; linear_combination -V ^ 2 * hs
    rwa [h1] at hlim

end

end RectangularBarrierWKB
```

```lean
#print axioms RectangularBarrierWKB.normSq_eq_transmission
-- 'RectangularBarrierWKB.normSq_eq_transmission' depends on axioms: [propext, Classical.choice, Quot.sound]
#print axioms RectangularBarrierWKB.tendsto_wkb_prefactor
-- 'RectangularBarrierWKB.tendsto_wkb_prefactor' depends on axioms: [propext, Classical.choice, Quot.sound]
#print axioms RectangularBarrierWKB.tendsto_log_transmission_div
-- 'RectangularBarrierWKB.tendsto_log_transmission_div' depends on axioms: [propext, Classical.choice, Quot.sound]
#print axioms RectangularBarrierWKB.bare_wkb_exact_iff
-- 'RectangularBarrierWKB.bare_wkb_exact_iff' depends on axioms: [propext, Classical.choice, Quot.sound]
```

## How the proof proceeds

`transmitted_amplitude` carries out the elimination. Its facts `ha` and `hb` are the barrier amplitudes fixed by the right edge, and the final `linear_combination` inserts them into the left-edge equation. `normSq_eq_transmission` applies the squared modulus to both sides; `key` converts energies into wave numbers, and `hc` supplies the hyperbolic identity. `isScatteringState_witness` checks the four conditions for its explicit amplitudes.

`exp_mul_transmission` is the exact rewriting in $u$: `hS` expands $\sinh^2$, and `hA` pulls $e^{2kd}$ out of the denominator. In `tendsto_wkb_prefactor`, `hu` states that $u\to0$ and `hg` that the rational function is continuous there; composing them gives the limit.

`tendsto_log_transmission_div` takes the logarithm of this limit, divides by $d$ and subtracts $2k$; the rewriting is needed only for $d>0$. In `bare_wkb_exact_iff`, uniqueness of limits turns a limit of one into the quadratic equation, which `hp` factorises. Conversely, substituting either root makes the prefactor one.
